# Spurious charge transfer in a restricted description of the dissociated two-site Hubbard model, for $0<D<U$

Pull apart a bond between two unlike atoms until the electrons can no longer hop between them. Two electrons of opposite spin remain. One atom binds an electron more strongly than the other, but two electrons on the same atom repel each other. How many electrons does each atom keep, and does a single doubly occupied orbital give the same answer?

Each atom is represented by one site: site $0$ is the lower one, with energy $-D/2$, and site $1$ the upper one, with energy $D/2$. Two electrons on the same site cost an extra energy $U$. Moving an electron from the upper to the lower site of the neutral pair costs $U-D$, the ionisation energy of the upper fragment minus the electron affinity of the lower one. The condition $D<U$ therefore says that the separated neutral fragments are stable against charge transfer.

```lean
import Mathlib

open Matrix

namespace AsymmetricHubbardDissociation

noncomputable section

/-- The site energies: `-D/2` on the lower site `0` and `D/2` on the upper site `1`. -/
def siteEnergy (D : ℝ) : Fin 2 → ℝ := ![-D / 2, D / 2]
```

A configuration is a pair $s=(i,j)$, with the spin-up electron on site $i$ and the spin-down electron on site $j$. Its energy is the sum of the two site energies, plus $U$ if $i=j$.

```lean
/-- The energy of a spin-up electron on site `s.1` and a spin-down electron on site `s.2`,
with repulsion `U` if the sites coincide. -/
def levelEnergy (D U : ℝ) (s : Fin 2 × Fin 2) : ℝ :=
  siteEnergy D s.1 + siteEnergy D s.2 + if s.1 = s.2 then U else 0
```

Without hopping, the Hamiltonian $H$ is diagonal in these four configurations.

```lean
/-- The two-site Hubbard Hamiltonian without hopping, for two electrons of opposite spin. -/
def hamiltonian (D U : ℝ) : Matrix (Fin 2 × Fin 2) (Fin 2 × Fin 2) ℂ :=
  Matrix.diagonal fun s => (levelEnergy D U s : ℂ)
```

A state is a set of four complex amplitudes $\psi(i,j)$. Because the electrons are labelled by spin, no symmetry under exchange of $i$ and $j$ is imposed, and the space contains the singlets and the triplet with zero spin projection. Parallel spins are left out.

The function `energy` is $\langle\psi|H|\psi\rangle$ without division by the norm. It is the physical energy when $\sum_s|\psi(s)|^2=1$, which is what `IsNormalized` states; otherwise one divides by that sum. The same applies to `occupation`, the expected electron number $n_i$ on site $i$. Mathlib's `Complex.normSq` is the squared modulus $|z|^2$.

```lean
/-- The quantity `⟨ψ|H|ψ⟩`, without division by the norm; for normalized `ψ` it is the expectation
value of the Hamiltonian. -/
def energy (D U : ℝ) (ψ : Fin 2 × Fin 2 → ℂ) : ℝ :=
  (star ψ ⬝ᵥ (hamiltonian D U *ᵥ ψ)).re

/-- The squared moduli of the amplitudes sum to one. -/
def IsNormalized {ι : Type} [Fintype ι] (f : ι → ℂ) : Prop :=
  ∑ i, Complex.normSq (f i) = 1

/-- The electron count on site `i`, both spins included, weighted with `|ψ(s)|²`; for normalized `ψ`
it is the expected number of electrons there. -/
def occupation (i : Fin 2) (ψ : Fin 2 × Fin 2 → ℂ) : ℝ :=
  ∑ s, ((if s.1 = i then 1 else 0) + (if s.2 = i then 1 else 0)) * Complex.normSq (ψ s)
```

The restricted determinant puts both electrons into one spatial orbital $\varphi$, so that $\psi(i,j)=\varphi(i)\varphi(j)$. The covalent singlet has one electron on each site.

```lean
/-- The restricted determinant: both electrons occupy the same spatial orbital `φ`. -/
def closedShell (φ : Fin 2 → ℂ) : Fin 2 × Fin 2 → ℂ := fun s => φ s.1 * φ s.2

/-- The covalent singlet: one electron per site, with equal amplitudes for the two
spin arrangements. -/
def covalentSinglet : Fin 2 × Fin 2 → ℂ :=
  fun s => if s.1 = s.2 then 0 else ((√(1 / 2) : ℝ) : ℂ)
```

## (a) Energy from double occupation

Show that every state satisfies
$$\langle\psi|H|\psi\rangle=(U-D)\,|\psi(0,0)|^2+(U+D)\,|\psi(1,1)|^2 .$$

Since $H$ is diagonal, its expectation value is the sum of the configuration energies weighted by $|\psi(i,j)|^2$. The energies are
$$E_{00}=-\tfrac D2-\tfrac D2+U=U-D,\qquad E_{01}=E_{10}=0,\qquad E_{11}=\tfrac D2+\tfrac D2+U=U+D .$$
The two configurations with one electron per site drop out.

The theorem holds for all real $D$ and $U$ and needs no normalisation. In the proof, `hsum` is the weighted sum, and `h00` to `h11` are the four levels.

```lean
/-- Only the doubly occupied configurations contribute to the energy, with levels
`U - D` and `U + D`. -/
theorem energy_eq (D U : ℝ) (ψ : Fin 2 × Fin 2 → ℂ) :
    energy D U ψ = (U - D) * Complex.normSq (ψ (0, 0))
      + (U + D) * Complex.normSq (ψ (1, 1)) := by
  have hsum : energy D U ψ = ∑ s, levelEnergy D U s * Complex.normSq (ψ s) := by
    simp only [energy, hamiltonian, dotProduct, Matrix.mulVec_diagonal, Complex.re_sum]
    refine Finset.sum_congr rfl fun s _ => ?_
    simp only [Pi.star_apply, RCLike.star_def, Complex.mul_re, Complex.mul_im,
      Complex.conj_re, Complex.conj_im, Complex.ofReal_re, Complex.ofReal_im,
      Complex.normSq_apply]
    ring
  -- the four levels
  have h00 : levelEnergy D U (0, 0) = U - D := by
    show -D / 2 + -D / 2 + (if (0 : Fin 2) = 0 then U else 0) = U - D
    rw [if_pos rfl]; ring
  have h01 : levelEnergy D U (0, 1) = 0 := by
    show -D / 2 + D / 2 + (if (0 : Fin 2) = 1 then U else 0) = 0
    rw [if_neg (by decide)]; ring
  have h10 : levelEnergy D U (1, 0) = 0 := by
    show D / 2 + -D / 2 + (if (1 : Fin 2) = 0 then U else 0) = 0
    rw [if_neg (by decide)]; ring
  have h11 : levelEnergy D U (1, 1) = U + D := by
    show D / 2 + D / 2 + (if (1 : Fin 2) = 1 then U else 0) = U + D
    rw [if_pos rfl]; ring
  rw [hsum]
  simp only [Fintype.sum_prod_type, Fin.sum_univ_two, h00, h01, h10, h11]
  ring
```

## (b) Counting electrons on each site

Show that
$$n_0=2|\psi(0,0)|^2+|\psi(0,1)|^2+|\psi(1,0)|^2,\qquad n_1=2|\psi(1,1)|^2+|\psi(0,1)|^2+|\psi(1,0)|^2 .$$

Configuration $(0,0)$ puts two electrons on site $0$, each of $(0,1)$ and $(1,0)$ puts one there, and $(1,1)$ puts none. Weighting these counts with the squared amplitudes gives $n_0$; exchanging the sites gives $n_1$. The Lean proof expands the sum over the four configurations and evaluates the same counts.

```lean
/-- A doubly occupied site counts two electrons, a singly occupied one counts one. -/
theorem occupation_eq (ψ : Fin 2 × Fin 2 → ℂ) :
    occupation 0 ψ = 2 * Complex.normSq (ψ (0, 0)) + Complex.normSq (ψ (0, 1))
      + Complex.normSq (ψ (1, 0)) ∧
    occupation 1 ψ = 2 * Complex.normSq (ψ (1, 1)) + Complex.normSq (ψ (0, 1))
      + Complex.normSq (ψ (1, 0)) := by
  constructor <;>
  · simp only [occupation, Fintype.sum_prod_type, Fin.sum_univ_two, eq_self, zero_ne_one,
      one_ne_zero, if_true, if_false]
    ring
```

## (c) States of zero energy

Let $0<D<U$. Show that
$$\langle\psi|H|\psi\rangle\ge 0,\qquad \langle\psi|H|\psi\rangle=0\iff\psi(0,0)=\psi(1,1)=0 .$$

In the formula of (a) both coefficients, $U-D$ and $U+D$, are positive, so the energy is a sum of two non-negative terms. It vanishes only if both terms do, which forces both amplitudes to be zero. Conversely, if both amplitudes are zero, so is the energy.

The theorem applies to any $\psi$, normalised or not; dividing the energy of a nonzero state by its norm squared changes neither its sign nor its zeros. The terms `ha` and `hb` are the two non-negative contributions, and `linarith` shows that each vanishes when their sum does.

```lean
/-- For `0 < D < U` no state has negative energy, and the energy vanishes exactly when
no site is doubly occupied. -/
theorem exact_ground {D U : ℝ} (hD : 0 < D) (hDU : D < U) (ψ : Fin 2 × Fin 2 → ℂ) :
    0 ≤ energy D U ψ ∧ (energy D U ψ = 0 ↔ ∀ i, ψ (i, i) = 0) := by
  have hm : 0 < U - D := by linarith
  have hp : 0 < U + D := by linarith
  have ha := mul_nonneg hm.le (Complex.normSq_nonneg (ψ (0, 0)))
  have hb := mul_nonneg hp.le (Complex.normSq_nonneg (ψ (1, 1)))
  rw [energy_eq, Fin.forall_fin_two]
  refine ⟨add_nonneg ha hb, fun h => ⟨?_, ?_⟩, fun h => ?_⟩
  · have h0 : (U - D) * Complex.normSq (ψ (0, 0)) = 0 := by linarith
    exact Complex.normSq_eq_zero.1 ((mul_eq_zero.1 h0).resolve_left hm.ne')
  · have h1 : (U + D) * Complex.normSq (ψ (1, 1)) = 0 := by linarith
    exact Complex.normSq_eq_zero.1 ((mul_eq_zero.1 h1).resolve_left hp.ne')
  · rw [h.1, h.2, map_zero]; ring
```

## (d) Charge of a doubly occupied orbital

Let $|\varphi(0)|^2+|\varphi(1)|^2=1$. Show that $\psi(i,j)=\varphi(i)\varphi(j)$ is normalised and that
$$n_0=2|\varphi(0)|^2 .$$

Write $p=|\varphi(0)|^2$ and $q=|\varphi(1)|^2$, so that $p+q=1$. The squared amplitudes are $p^2$, $pq$, $qp$ and $q^2$. Their sum is $(p+q)^2=1$, and (b) gives
$$n_0=2p^2+2pq=2p(p+q)=2p .$$

The two `linear_combination` lines use the factorisations $(p+q)^2-1=(p+q+1)(p+q-1)$ and $2p^2+2pq-2p=2p(p+q-1)$, in which the last factor vanishes by normalisation.

```lean
/-- Doubly occupying a normalized orbital gives a normalized state, with
`2|φ(0)|²` electrons on the lower site. -/
theorem closedShell_normalized {φ : Fin 2 → ℂ} (hφ : IsNormalized φ) :
    IsNormalized (closedShell φ) ∧
      occupation 0 (closedShell φ) = 2 * Complex.normSq (φ 0) := by
  rw [(occupation_eq _).1]
  simp only [IsNormalized, Fintype.sum_prod_type, Fin.sum_univ_two, closedShell,
    Complex.normSq_mul] at *
  constructor
  · linear_combination (Complex.normSq (φ 0) + Complex.normSq (φ 1) + 1) * hφ
  · linear_combination 2 * Complex.normSq (φ 0) * hφ
```

## (e) The restricted energy as a parabola

Let $U\ne0$ and let $\varphi$ be normalised. Show that the energy of the doubly occupied orbital is
$$E=\frac{U^2-D^2}{2U}+\frac U2\left(n_0-1-\frac DU\right)^2 .$$

By (a), $E=(U-D)p^2+(U+D)q^2$, and (d) gives $p=n_0/2$ and $q=1-n_0/2$. Hence
$$E=U(p^2+q^2)+D(q^2-p^2)=U\left(\tfrac12n_0^2-n_0+1\right)+D(1-n_0)=\tfrac U2n_0^2-(U+D)n_0+(U+D).$$
Completing the square leaves the constant
$$(U+D)-\frac{(U+D)^2}{2U}=\frac{(U+D)(U-D)}{2U}=\frac{U^2-D^2}{2U}.$$

The phases of $\varphi$ do not enter, so the charge $n_0$ is the only relevant parameter. In Lean, `hq` eliminates $q$, and `field_simp` followed by `ring` checks the remaining identity.

```lean
/-- For `U ≠ 0` the energy of a normalized doubly occupied orbital is a parabola in the
number of electrons on the lower site, with vertex at `1 + D/U`. -/
theorem closedShell_energy (D : ℝ) {U : ℝ} (hU : U ≠ 0) {φ : Fin 2 → ℂ}
    (hφ : IsNormalized φ) :
    energy D U (closedShell φ) = (U ^ 2 - D ^ 2) / (2 * U)
      + U / 2 * (occupation 0 (closedShell φ) - (1 + D / U)) ^ 2 := by
  rw [energy_eq, (closedShell_normalized hφ).2]
  simp only [IsNormalized, Fin.sum_univ_two] at hφ
  have hq : Complex.normSq (φ 1) = 1 - Complex.normSq (φ 0) := by linarith
  simp only [closedShell, Complex.normSq_mul, hq]
  field_simp
  ring
```

## (f) Exact and restricted minima compared

Let $0<D<U$. Show that the minimum over normalised states is $0$ and that every minimiser has $n_0=n_1=1$. Show also that the minimum over normalised doubly occupied orbitals obeys
$$E_{\min}^{\text{restricted}}=\frac{U^2-D^2}{2U}>0,\qquad\text{attained exactly when } n_0=1+\frac DU>1 .$$

For the exact problem, (c) gives the lower bound $0$. The covalent singlet, with $\psi(0,1)=\psi(1,0)=1/\sqrt2$ and no double occupation, attains it. For any normalised minimiser, (c) removes the doubly occupied amplitudes, so $|\psi(0,1)|^2+|\psi(1,0)|^2=1$, and (b) gives one electron on each site.

For the restricted problem, $U>0$ makes the prefactor $U/2$ of the square in (e) positive, so the constant term is a lower bound, reached only at the vertex. An orbital with that charge exists: take
$$|\varphi(0)|^2=\tfrac12\left(1+\tfrac DU\right),\qquad |\varphi(1)|^2=\tfrac12\left(1-\tfrac DU\right).$$
Both numbers are non-negative because $0<D<U$, and they add up to $1$. The minimum is positive because $U^2>D^2$. The best orbital thus moves $D/U$ of an electron to the lower site, although the exact ground states leave both sites neutral.

In Lean, `IsLeast` says that a number belongs to the set of attainable energies and is a lower bound for it. The first goals of the proof treat the singlet, the exact bound and the occupations. The next ones construct the orbital from square roots, obtain the restricted bound from (e), and read off from the vanishing square when it is attained.

Coupled-cluster calculations often start from a restricted determinant; in this model without hopping and with $0<D<U$, the restricted determinant of lowest energy has the wrong charges, and a cluster operator that turns it into an exact ground state must correct them. Applying the result to a real molecule also requires that its stretched-bond limit be described by these two sites with the hopping set to zero, which is assumed here.

```lean
/-- **Spurious charge transfer.** For `0 < D < U` the minimum over normalized states is `0`, with
one electron per site, while the best normalized doubly occupied orbital has energy
`(U² - D²)/(2U) > 0` and is characterized by `1 + D/U > 1` electrons on the lower site. -/
theorem spurious_charge_transfer {D U : ℝ} (hD : 0 < D) (hDU : D < U) :
    (IsLeast {E | ∃ ψ, IsNormalized ψ ∧ energy D U ψ = E} 0 ∧
      ∀ ψ, IsNormalized ψ → energy D U ψ = 0 → ∀ i, occupation i ψ = 1) ∧
    (IsLeast {E | ∃ φ, IsNormalized φ ∧ energy D U (closedShell φ) = E}
        ((U ^ 2 - D ^ 2) / (2 * U)) ∧
      ∀ φ, IsNormalized φ → (energy D U (closedShell φ) = (U ^ 2 - D ^ 2) / (2 * U) ↔
        occupation 0 (closedShell φ) = 1 + D / U)) ∧
    0 < (U ^ 2 - D ^ 2) / (2 * U) ∧ 1 < 1 + D / U := by
  have hU : 0 < U := hD.trans hDU
  have hr : 0 < D / U := div_pos hD hU
  have hr1 : D / U < 1 := (div_lt_one hU).2 hDU
  refine ⟨⟨⟨⟨covalentSinglet, ?_, ?_⟩, ?_⟩, ?_⟩, ⟨⟨?_, ?_⟩, ?_⟩, ?_, by linarith⟩
  · have hs : √(1 / 2 : ℝ) * √(1 / 2) = 1 / 2 := Real.mul_self_sqrt (by norm_num)
    simp only [IsNormalized, covalentSinglet, Fintype.sum_prod_type, Fin.sum_univ_two,
      eq_self, zero_ne_one, one_ne_zero, if_true, if_false, map_zero,
      Complex.normSq_ofReal, hs]
    norm_num
  · exact (exact_ground hD hDU _).2.2 fun i => if_pos rfl
  · rintro E ⟨ψ, -, rfl⟩
    exact (exact_ground hD hDU ψ).1
  · intro ψ hn h
    have h0 := (exact_ground hD hDU ψ).2.1 h
    simp only [IsNormalized, Fintype.sum_prod_type, Fin.sum_univ_two, h0, map_zero] at hn
    rw [Fin.forall_fin_two, (occupation_eq ψ).1, (occupation_eq ψ).2, h0 0, h0 1, map_zero]
    constructor <;> linarith
  · -- an orbital with the optimal charge on the lower site
    have ha : 0 ≤ (1 + D / U) / 2 := by linarith
    have hb : 0 ≤ (1 - D / U) / 2 := by linarith
    obtain ⟨φ, h0, h1⟩ : ∃ φ : Fin 2 → ℂ, Complex.normSq (φ 0) = (1 + D / U) / 2 ∧
        Complex.normSq (φ 1) = (1 - D / U) / 2 :=
      ⟨![((√((1 + D / U) / 2) : ℝ) : ℂ), ((√((1 - D / U) / 2) : ℝ) : ℂ)],
        (Complex.normSq_ofReal _).trans (Real.mul_self_sqrt ha),
        (Complex.normSq_ofReal _).trans (Real.mul_self_sqrt hb)⟩
    have hφ : IsNormalized φ := by
      simp only [IsNormalized, Fin.sum_univ_two, h0, h1]
      ring
    refine ⟨φ, hφ, ?_⟩
    rw [closedShell_energy D hU.ne' hφ, (closedShell_normalized hφ).2, h0]
    ring
  · rintro E ⟨φ, hφ, rfl⟩
    rw [closedShell_energy D hU.ne' hφ]
    exact le_add_of_nonneg_right (by positivity)
  · intro φ hφ
    rw [closedShell_energy D hU.ne' hφ, add_eq_left, mul_eq_zero,
      or_iff_right (by positivity), sq_eq_zero_iff, sub_eq_zero]
  · exact div_pos (by nlinarith) (by linarith)
```

## (g) When the charge transfer is real

Let $D\ge0$ and $U\le D$. Show that the exact minimum is
$$E_{\min}=U-D$$
and that it is attained by doubly occupying the lower site.

The orbital with $\varphi(0)=1$ and $\varphi(1)=0$ gives $\psi(0,0)=1$ and no other amplitude, so its energy is $U-D$ by (a). For any normalised state, subtracting $(U-D)\sum_s|\psi(s)|^2=U-D$ from (a) gives
$$\langle\psi|H|\psi\rangle-(U-D)=(D-U)\left(|\psi(0,1)|^2+|\psi(1,0)|^2\right)+2D\,|\psi(1,1)|^2\ge0 .$$

A restricted determinant is then an exact ground state, and the restricted energy error is gone. If $D>0$ and $U<D$, equality in the last display leaves only $\psi(0,0)$, so every ground state has both electrons on the lower site. In the limiting cases the ground state is not unique: at $U=D$ the covalent configurations have the same energy, and at $D=0$ the two doubly occupied configurations do. In the proof, `he` is the energy of the trial orbital, `h1` to `h3` are the non-negative terms, and the final `linear_combination` assembles the inequality.

```lean
/-- If `D ≥ 0` and `U ≤ D`, the minimum over normalized states is `U - D`, and doubly occupying the
lower site attains it. -/
theorem closedShell_exact {D U : ℝ} (hD : 0 ≤ D) (hUD : U ≤ D) :
    IsLeast {E | ∃ ψ, IsNormalized ψ ∧ energy D U ψ = E} (U - D) ∧
      energy D U (closedShell ![1, 0]) = U - D := by
  have he : energy D U (closedShell ![1, 0]) = U - D := by
    rw [energy_eq]
    simp [closedShell]
  have hn : IsNormalized (![1, 0] : Fin 2 → ℂ) := by
    simp [IsNormalized, Fin.sum_univ_two]
  refine ⟨⟨⟨_, (closedShell_normalized hn).1, he⟩, ?_⟩, he⟩
  rintro E ⟨ψ, hψ, rfl⟩
  simp only [IsNormalized, Fintype.sum_prod_type, Fin.sum_univ_two] at hψ
  rw [energy_eq]
  -- every other configuration lies at or above the level `U - D`
  have h1 := mul_nonneg (sub_nonneg.2 hUD) (Complex.normSq_nonneg (ψ (0, 1)))
  have h2 := mul_nonneg (sub_nonneg.2 hUD) (Complex.normSq_nonneg (ψ (1, 0)))
  have h3 := mul_nonneg hD (Complex.normSq_nonneg (ψ (1, 1)))
  linear_combination h1 + h2 + 2 * h3 + (D - U) * hψ

end

end AsymmetricHubbardDissociation
```

```lean
#print axioms AsymmetricHubbardDissociation.spurious_charge_transfer
-- 'AsymmetricHubbardDissociation.spurious_charge_transfer' depends on axioms: [propext, Classical.choice, Quot.sound]
#print axioms AsymmetricHubbardDissociation.closedShell_exact
-- 'AsymmetricHubbardDissociation.closedShell_exact' depends on axioms: [propext, Classical.choice, Quot.sound]
```
